# Least flux area and thermal capture rate for a −C/rⁿ attraction with n > 2

Suppose a classical capture rate is computed, as in transition state theory, from the equilibrium flux of pairs inward through a sphere of fixed radius around one of two colliding particles. This flux includes pairs that cross the sphere and are then turned back by the centrifugal barrier further in, or pairs that could not have come from far away because the barrier would have stopped them further out. For an attraction −C/rⁿ with n > 2, the cross section is then too large at every collision energy E but one. At low energy it grows as 1/E instead of E^(−2/n), so the ratio of the computed rate to the capture rate grows without limit as the temperature tends to zero. The cure is to choose, at each energy, the sphere with the least flux.

In Lean 4 with Mathlib:

```lean
import Mathlib

open MeasureTheory
open scoped Real

namespace VariationalCapture

noncomputable section
```

## The model: a bare, isotropic attraction

Two structureless classical particles at separation r collide with energy E and impact parameter b. Angular momentum conservation gives the effective potential

V(r) = E b²/r² − C/rⁿ.

```lean
/-- Effective radial potential at separation `r > 0` for the attraction `-C/r^n`, collision
energy `E` and impact parameter `b`. -/
def effectivePotential (n C E b r : ℝ) : ℝ := E * b ^ 2 / r ^ 2 - C / r ^ n
```

In equilibrium, the pairs of energy E that cross the sphere of radius r inward are spread evenly over πb², up to the value at which V(r) = E. This largest value is the flux area of the sphere:

A(r) = π r² (1 + C/(E rⁿ)).

```lean
/-- Flux area of the dividing sphere of radius `r > 0` at collision energy `E > 0`. -/
def fluxArea (n C E r : ℝ) : ℝ := π * r ^ 2 * (1 + C / (E * r ^ n))
```

Setting A′(r) = 0 gives the bottleneck radius a, with

aⁿ = (n − 2)C/(2E).

```lean
/-- Radius of the variational bottleneck, for `n > 2` and `C, E > 0`. -/
def captureRadius (n C E : ℝ) : ℝ := ((n - 2) * C / (2 * E)) ^ (1 / n)
```

The cross section σ(E) is defined by its closed form, so its being the minimum of A remains to be proved.

```lean
/-- Capture cross section for the attraction `-C/r^n`, for `n > 2` and `C, E > 0`. -/
def crossSection (n C E : ℝ) : ℝ :=
  π * (n / (n - 2)) * ((n - 2) / 2) ^ (2 / n) * (C / E) ^ (2 / n)
```

The thermal rate at inverse temperature β = 1/(k_B T) averages the relative speed times σ(E) over a Maxwell distribution. The constant factor √(8/(πμ)), with μ the reduced mass, is left out.

```lean
/-- Thermal capture rate at inverse temperature `β`, without the constant factor
`sqrt (8 / (π μ))` that contains the reduced mass. -/
def thermalRate (n C β : ℝ) : ℝ :=
  β ^ (3 / 2 : ℝ) * ∫ E in Set.Ioi (0 : ℝ), crossSection n C E * E * Real.exp (-(β * E))
```

All quantities are real numbers in one consistent set of units, and n need not be an integer. The model has no short-range repulsion, no anisotropy and no tunnelling, and it counts every captured pair as reacting.

## E > 0 and r > 0: a moving pair at a real separation

A pair that arrives from far away has positive collision energy. It can be at r only if V(r) ≤ E, and by hand

A(r) − πb² = (πr²/E)(E − V(r)).

The prefactor is positive, so A(r) − πb² and E − V(r) have the same sign: r is allowed exactly when πb² ≤ A(r). A pair that is to pass every separation on its way in must satisfy this for all r, and a pair with πb² below the least flux area is never stopped. The least flux area is therefore the capture cross section.

In the proof, `key` is this identity and `hk` is the positivity of the prefactor. With E < 0 the prefactor would change sign and the equivalence would reverse. No condition on n or C is needed here.

```lean
/-- At energy `E > 0` the separation `r > 0` is energetically allowed for impact parameter `b`
exactly when `π b²` is at most the flux area at `r`. -/
theorem allowed_iff_le_fluxArea (n C b : ℝ) {E r : ℝ} (hE : 0 < E) (hr : 0 < r) :
    effectivePotential n C E b r ≤ E ↔ π * b ^ 2 ≤ fluxArea n C E r := by
  unfold effectivePotential fluxArea
  have hR : 0 < r ^ n := Real.rpow_pos_of_pos hr n
  generalize r ^ n = R at hR ⊢
  have hk : 0 < π * r ^ 2 / E := by positivity
  -- the spare area is proportional to the radial kinetic energy
  have key : π * r ^ 2 * (1 + C / (E * R)) - π * b ^ 2
      = π * r ^ 2 / E * (E - (E * b ^ 2 / r ^ 2 - C / R)) := by
    field_simp
    ring
  constructor
  · intro h
    have h' := mul_nonneg hk.le (sub_nonneg.2 h)
    rw [← key] at h'
    exact sub_nonneg.1 h'
  · intro h
    have h' := sub_nonneg.2 h
    rw [key] at h'
    exact sub_nonneg.1 ((mul_nonneg_iff_of_pos_left hk).1 h')
```

## C > 0: an attraction that sets a length

Positive C means that the particles attract, and it makes a a positive length. Writing r = a t turns C/(E rⁿ) into 2/((n − 2)tⁿ), so that

A(a t) = (πa²/(n − 2)) · [(n − 2)t² + 2t^(2−n)].

The bracket contains neither C nor E. In the proof, C > 0 enters through `hx`, which allows the n-th power of `captureRadius` to be simplified to (n − 2)C/(2E), and through `h`, where C is cancelled.

```lean
/-- For `n > 2` and `C, E > 0`, the flux area at `t > 0` bottleneck radii is a universal function of
`t` (for given `n`) times the square of the bottleneck radius. -/
theorem fluxArea_scaled {n C E t : ℝ} (hn : 2 < n) (hC : 0 < C) (hE : 0 < E) (ht : 0 < t) :
    fluxArea n C E (captureRadius n C E * t)
      = π * captureRadius n C E ^ 2 / (n - 2) * (t ^ 2 * ((n - 2) + 2 / t ^ n)) := by
  have hm : 0 < n - 2 := by linarith
  have hm0 : n - 2 ≠ 0 := hm.ne'
  have hn0 : n ≠ 0 := by linarith
  have hx : 0 < (n - 2) * C / (2 * E) := div_pos (mul_pos hm hC) (by linarith)
  have ha : 0 < captureRadius n C E := Real.rpow_pos_of_pos hx _
  have han : captureRadius n C E ^ n = (n - 2) * C / (2 * E) := by
    unfold captureRadius
    rw [← Real.rpow_mul hx.le, one_div_mul_cancel hn0, Real.rpow_one]
  unfold fluxArea
  rw [Real.mul_rpow ha.le ht.le, han]
  have hT : 0 < t ^ n := Real.rpow_pos_of_pos ht n
  generalize t ^ n = T at hT ⊢
  have h : C / (E * ((n - 2) * C / (2 * E) * T)) = 2 * (n - 2)⁻¹ * T⁻¹ := by
    field_simp
  rw [h]
  have hu : (n - 2) * (n - 2)⁻¹ = 1 := mul_inv_cancel₀ hm0
  linear_combination (-(π * captureRadius n C E ^ 2 * t ^ 2)) * hu
```

At t = 1 the bracket equals n. The next lemma shows that the resulting area, πa²n/(n − 2), is the closed form of σ(E), by squaring a.

```lean
/-- For `n > 2` and `C, E > 0`, the capture cross section is `n/(n-2)` times the area of the disc
with the bottleneck radius. -/
theorem crossSection_eq_disc {n C E : ℝ} (hn : 2 < n) (hC : 0 < C) (hE : 0 < E) :
    crossSection n C E = π * captureRadius n C E ^ 2 / (n - 2) * n := by
  have hm : 0 < n - 2 := by linarith
  have hx : 0 < (n - 2) * C / (2 * E) := div_pos (mul_pos hm hC) (by linarith)
  have hsq : captureRadius n C E ^ 2 = ((n - 2) / 2) ^ (2 / n) * (C / E) ^ (2 / n) := by
    unfold captureRadius
    rw [← Real.mul_rpow (by linarith) (div_pos hC hE).le, ← Real.rpow_natCast,
      ← Real.rpow_mul hx.le]
    congr 1
    · ring
    · push_cast
      ring
  rw [hsq]
  unfold crossSection
  ring
```

Without attraction there is nothing to minimise: for C = 0 the area is πr², which shrinks to zero with r and has no least value over r > 0.

## n > 2: an attraction that wins at short range

The centrifugal term falls off as 1/r². For n > 2 the attraction overtakes it at small r, leaving a barrier with a top. To show that the bracket exceeds n when t ≠ 1, use two elementary bounds:

t² > 1 + 2 log t

t^(2−n) = exp((2 − n) log t) ≥ 1 + (2 − n) log t.

Multiply the first by n − 2, which is positive by hypothesis, and the second by 2. In the sum the logarithms cancel and n remains.

The proof follows the same route: `hlog` and `hexp` are the two bounds, and `hy` is their combination. The hypothesis `hne`, that r differs from the bottleneck radius, gives t ≠ 1 and hence a strict inequality.

```lean
/-- For `n > 2` and `C, E > 0`, every dividing sphere whose radius differs from the bottleneck
radius has a flux area strictly above the capture cross section. -/
theorem crossSection_lt_fluxArea {n C E r : ℝ} (hn : 2 < n) (hC : 0 < C) (hE : 0 < E)
    (hr : 0 < r) (hne : r ≠ captureRadius n C E) :
    crossSection n C E < fluxArea n C E r := by
  have hm : 0 < n - 2 := by linarith
  have ha : 0 < captureRadius n C E :=
    Real.rpow_pos_of_pos (div_pos (mul_pos hm hC) (by linarith)) _
  obtain ⟨t, ht, rfl⟩ : ∃ t : ℝ, 0 < t ∧ r = captureRadius n C E * t :=
    ⟨r / captureRadius n C E, div_pos hr ha, by field_simp⟩
  have ht2 : t ^ 2 ≠ 1 := by
    intro h
    have h0 : (t - 1) * (t + 1) = 0 := by linear_combination h
    rcases mul_eq_zero.1 h0 with h1 | h1
    · exact hne (by rw [show t = 1 by linarith, mul_one])
    · linarith
  -- log u < u - 1 for u = t², and 1 + x ≤ exp x for x = (2 - n) log t
  have hlog := Real.log_lt_sub_one_of_pos (pow_pos ht 2) ht2
  rw [Real.log_pow] at hlog
  push_cast at hlog
  have hexp := Real.add_one_le_exp (Real.log t * (2 - n))
  rw [← Real.rpow_def_of_pos ht, Real.rpow_sub ht, Real.rpow_two] at hexp
  have hy : n < t ^ 2 * ((n - 2) + 2 / t ^ n) := by
    have e : t ^ 2 * ((n - 2) + 2 / t ^ n) = (n - 2) * t ^ 2 + 2 * (t ^ 2 / t ^ n) := by ring
    rw [e]
    nlinarith [mul_lt_mul_of_pos_left hlog hm]
  rw [fluxArea_scaled hn hC hE ht, crossSection_eq_disc hn hC hE]
  exact mul_lt_mul_of_pos_left hy (div_pos (mul_pos Real.pi_pos (pow_pos ha 2)) hm)
```

The minimum follows. `IsLeast` says that σ(E) is the flux area of some positive radius and that no positive radius has a smaller one. The value at t = 1 is `hval`; every other radius is covered by the strict bound.

```lean
/-- For `n > 2` and `C, E > 0`, the capture cross section is the minimum of the flux area over
all dividing spheres of positive radius. -/
theorem crossSection_isLeast {n C E : ℝ} (hn : 2 < n) (hC : 0 < C) (hE : 0 < E) :
    IsLeast (fluxArea n C E '' Set.Ioi 0) (crossSection n C E) := by
  have hm : 0 < n - 2 := by linarith
  have ha : 0 < captureRadius n C E :=
    Real.rpow_pos_of_pos (div_pos (mul_pos hm hC) (by linarith)) _
  have hval : fluxArea n C E (captureRadius n C E) = crossSection n C E := by
    have h := fluxArea_scaled hn hC hE one_pos
    rw [mul_one, Real.one_rpow] at h
    rw [h, crossSection_eq_disc hn hC hE]
    ring
  refine ⟨⟨_, ha, hval⟩, ?_⟩
  rintro _ ⟨r, hr, rfl⟩
  by_cases h : r = captureRadius n C E
  · rw [h, hval]
  · exact (crossSection_lt_fluxArea hn hC hE hr h).le
```

For n ≤ 2 the minimum disappears. With K = C/(E rⁿ), halving the radius changes the area by

A(r) − A(r/2) = πr² (3/4 + K(1 − 2ⁿ/4)),

which is positive because 2ⁿ ≤ 4. Every sphere is therefore beaten by a smaller one.

```lean
/-- For `n ≤ 2` and `C, E > 0` no dividing sphere minimises the flux area: each one is beaten by
another of positive radius. -/
theorem no_bottleneck {n C E r : ℝ} (hn : n ≤ 2) (hC : 0 < C) (hE : 0 < E) (hr : 0 < r) :
    ∃ s, 0 < s ∧ fluxArea n C E s < fluxArea n C E r := by
  -- halving the radius always lowers the area
  refine ⟨r / 2, by linarith, ?_⟩
  have hP4 : (2 : ℝ) ^ n ≤ 4 := by
    have h := Real.rpow_le_rpow_of_exponent_le (one_le_two : (1 : ℝ) ≤ 2) hn
    rw [Real.rpow_two] at h
    linarith
  have hP : 0 < (2 : ℝ) ^ n := Real.rpow_pos_of_pos two_pos n
  have hR : 0 < r ^ n := Real.rpow_pos_of_pos hr n
  unfold fluxArea
  rw [Real.div_rpow hr.le two_pos.le]
  generalize (2 : ℝ) ^ n = P at hP hP4 ⊢
  generalize r ^ n = R at hR ⊢
  have e : C / (E * (R / P)) = P * (C / (E * R)) := by field_simp
  rw [e]
  have hK : 0 < C / (E * R) := by positivity
  generalize C / (E * R) = K at hK ⊢
  have h1 : 0 ≤ K * (1 - P / 4) := mul_nonneg hK.le (by linarith)
  have h2 : 0 < π * r ^ 2 * (3 / 4 + K * (1 - P / 4)) :=
    mul_pos (by positivity) (by linarith)
  nlinarith [h2]
```

## β > 0: a finite temperature

Since σ(E) = σ(1)E^(−2/n), the thermal integral is a Gamma integral:

∫₀^∞ E^(1−2/n) exp(−βE) dE = Γ(2 − 2/n) β^(2/n−2).

Multiplying by β^(3/2) and σ(1) gives

σ(1) Γ(2 − 2/n) β^(2/n−1/2).

Here σ(1) is the cross section at one unit of energy. Positive β makes the integral converge; at β = 0 it diverges. In the proof, `hint` performs the scaling, Mathlib supplies the Gamma integral and `hpow` collects the powers of β.

```lean
/-- For `n > 2` and `C, β > 0`, the thermal capture rate without its mass factor is
`σ(1) Γ(2 - 2/n) β^(2/n - 1/2)`, with `σ(1)` the cross section at unit energy. -/
theorem thermalRate_eq {n C β : ℝ} (hn : 2 < n) (hC : 0 < C) (hβ : 0 < β) :
    thermalRate n C β
      = crossSection n C 1 * Real.Gamma (2 - 2 / n) * β ^ (2 / n - 1 / 2) := by
  have hs : 0 < 2 - 2 / n := by
    have h : 2 / n < 1 := (div_lt_one (by linarith)).2 hn
    linarith
  -- the cross section scales as E^(-2/n)
  have hint : ∫ E in Set.Ioi (0 : ℝ), crossSection n C E * E * Real.exp (-(β * E))
      = ∫ E in Set.Ioi (0 : ℝ),
        crossSection n C 1 * (E ^ (2 - 2 / n - 1) * Real.exp (-(β * E))) := by
    refine setIntegral_congr_fun measurableSet_Ioi (fun E hE => ?_)
    have hE' : 0 < E := hE
    have hp : E ^ (2 - 2 / n - 1) = (E ^ (2 / n))⁻¹ * E := by
      rw [show 2 - 2 / n - 1 = -(2 / n) + 1 by ring, Real.rpow_add hE', Real.rpow_one,
        Real.rpow_neg hE'.le]
    simp only [crossSection]
    rw [hp, div_one, Real.div_rpow hC.le hE'.le]
    ring
  have hpow : β ^ (3 / 2 : ℝ) * (1 / β) ^ (2 - 2 / n) = β ^ (2 / n - 1 / 2) := by
    rw [one_div, Real.inv_rpow hβ.le, ← Real.rpow_neg hβ.le, ← Real.rpow_add hβ]
    congr 1
    ring
  unfold thermalRate
  rw [hint, integral_const_mul, Real.integral_rpow_mul_exp_neg_mul_Ioi hs hβ, ← hpow]
  ring
```

The remaining exponent, 2/n − 1/2, is negative exactly when n > 4. With 0 < β₁ < β₂, so that β₁ belongs to the hotter gas, the hotter gas reacts faster in exactly that case. Within this classical isotropic model, ion–induced dipole capture (n = 4) has a rate independent of temperature, while dispersion capture (n = 6) grows as T^(1/6).

```lean
/-- For `n > 2` and `C > 0`, the capture rate of a given pair is larger at the higher of two
temperatures (inverse temperatures `0 < β₁ < β₂`) exactly when `n > 4`. -/
theorem hotter_is_faster_iff {n C β₁ β₂ : ℝ} (hn : 2 < n) (hC : 0 < C) (h1 : 0 < β₁)
    (h12 : β₁ < β₂) : thermalRate n C β₂ < thermalRate n C β₁ ↔ 4 < n := by
  have h0 : 0 < n := by linarith
  have hm : 0 < n - 2 := by linarith
  have hσ : 0 < crossSection n C 1 :=
    mul_pos (mul_pos (mul_pos Real.pi_pos (div_pos h0 hm))
      (Real.rpow_pos_of_pos (by linarith) _)) (Real.rpow_pos_of_pos (by linarith) _)
  have hs : 0 < 2 - 2 / n := by
    have h : 2 / n < 1 := (div_lt_one h0).2 hn
    linarith
  have hK := mul_pos hσ (Real.Gamma_pos_of_pos hs)
  rw [thermalRate_eq hn hC h1, thermalRate_eq hn hC (h1.trans h12)]
  constructor
  · intro h
    by_contra h4
    have hp : 1 / 2 ≤ 2 / n := (le_div_iff₀ h0).2 (by linarith [not_lt.1 h4])
    have h' := mul_le_mul_of_nonneg_left
      (Real.rpow_le_rpow h1.le h12.le (sub_nonneg.2 hp)) hK.le
    linarith
  · intro h4
    have hp : 2 / n < 1 / 2 := (div_lt_iff₀ h0).2 (by linarith)
    exact mul_lt_mul_of_pos_left (Real.rpow_lt_rpow_of_neg h1 h12 (sub_neg.2 hp)) hK

end

end VariationalCapture
```

```lean
#print axioms VariationalCapture.crossSection_isLeast
#print axioms VariationalCapture.no_bottleneck
#print axioms VariationalCapture.thermalRate_eq
#print axioms VariationalCapture.hotter_is_faster_iff
```

```
'VariationalCapture.crossSection_isLeast' depends on axioms: [propext, Classical.choice, Quot.sound]
'VariationalCapture.no_bottleneck' depends on axioms: [propext, Classical.choice, Quot.sound]
'VariationalCapture.thermalRate_eq' depends on axioms: [propext, Classical.choice, Quot.sound]
'VariationalCapture.hotter_is_faster_iff' depends on axioms: [propext, Classical.choice, Quot.sound]
```

## The minimisation on a radial grid

Suppose that a computed potential U(r) is isotropic, is set to zero at infinite separation and falls steadily as the pair approaches, down to a separation at which it counts as captured. A simple code can then evaluate πr²(1 − U(r)/E) on a radial grid outside that separation, take the minimum at each energy, and integrate over energy with the weight E exp(−βE). The rate is this integral times β^(3/2) √(8/(πμ)). Running it with U = −C/r⁴ is a simple test: the minimum should be close to 2π√(C/E), at r = (C/E)^(1/4), for every energy at which this radius lies within the grid.

The grid must reach far enough. Since a grows as E^(−1/n), the bottleneck leaves any fixed grid at low energy; the code then returns the area at the outer edge, which is too large.
